# No unitary operator lowers every excited oscillator state by one quantum

Let \(e_0,e_1,\dots\) be the number states of an oscillator, and suppose that a linear operator \(W\) sends \(e_1\) to \(e_0\). Where can it send \(e_0\) if it is to lengthen no vector? Try \(We_0=\tfrac12e_0\). The vector \(x=e_0+2e_1\) has \(\|x\|^2=5\), but \(Wx=\tfrac52e_0\) has \(\|Wx\|^2=6.25\). The image of \(e_1\) already occupies the direction \(e_0\), so any further amplitude there lets \(W\) lengthen some vector. If \(W\) lowers every excited state, all directions are occupied and \(We_0\) must vanish, which no unitary allows.

## A ladder with a bottom and no top

The states are indexed by \(n\in\mathbb N\): there is a ground state, and no highest level. `Fock` is the space of square-summable complex sequences, and `numberState n` is \(e_n\).

```lean
import Mathlib

open scoped InnerProductSpace

namespace OscillatorPhase

noncomputable section

/-- The Hilbert space of square-summable complex sequences indexed by the quantum number. -/
abbrev Fock := lp (fun _ : ℕ => ℂ) 2

/-- The number state `e_n`, the standard basis vector with entry one at position `n`. -/
def numberState (n : ℕ) : Fock := lp.single 2 n (1 : ℂ)
```

The next two lemmas supply orthonormality and the rule that a vector is fixed by its amplitudes \(\langle e_n,x\rangle\).

```lean
/-- The number states are orthonormal. -/
theorem orthonormal_numberState : Orthonormal ℂ numberState := by
  rw [orthonormal_iff_ite]
  intro i j
  simp [numberState, lp.inner_single_left, lp.single_apply, Pi.single_apply]

/-- Two states with the same amplitudes on all number states are equal. -/
theorem ext_amplitudes {x y : Fock}
    (h : ∀ n, inner ℂ (numberState n) x = inner ℂ (numberState n) y) : x = y := by
  apply lp.ext
  funext n
  simpa [numberState, lp.inner_single_left] using h n
```

Both features of the ladder matter. Over all the integers, the two-sided shift is a unitary lowering operator. With a top level \(e_M\), the cyclic map that also sends \(e_0\) to \(e_M\) is unitary, so a unitary phase factor found in a truncated number basis is a product of the cutoff.

## W lengthens no vector and lowers every excited state

The hypothesis `hW` says \(\|Wx\|\le\|x\|\), so total probability never grows; `hlow` says \(We_{n+1}=e_n\) for all \(n\ge0\). Fix \(n\), put \(d=\langle We_0,e_n\rangle\), and suppose \(d\ne0\). For \(x=e_0+d^{-1}e_{n+1}\),

\[
\|x\|^2=1+|d|^{-2},\qquad
\|Wx\|^2=\|We_0\|^2+2\,\mathrm{Re}(d^{-1}d)+|d|^{-2}.
\]

The contraction bound gives \(\|We_0\|^2+2\le1\), which is impossible. Every amplitude of \(We_0\) is therefore zero.

```lean
/-- A linear contraction that lowers every excited number state by one quantum
annihilates the ground state. -/
theorem contraction_annihilates_ground (W : Fock →ₗ[ℂ] Fock)
    (hW : ∀ x, ‖W x‖ ≤ ‖x‖)
    (hlow : ∀ n, W (numberState (n + 1)) = numberState n) :
    W (numberState 0) = 0 := by
  apply ext_amplitudes
  intro n
  rw [inner_zero_right, inner_eq_zero_symm]
  by_contra hd
  -- a superposition that `W` would lengthen if the amplitude were nonzero
  set d : ℂ := inner ℂ (W (numberState 0)) (numberState n) with hdef
  have hle := hW (numberState 0 + d⁻¹ • numberState (n + 1))
  rw [map_add, map_smul, hlow] at hle
  have hsq := pow_le_pow_left₀ (norm_nonneg _) hle 2
  have h1 : inner ℂ (W (numberState 0)) (d⁻¹ • numberState n) = (1 : ℂ) := by
    rw [inner_smul_right, ← hdef, inv_mul_cancel₀ hd]
  have h2 : inner ℂ (numberState 0) (d⁻¹ • numberState (n + 1)) = (0 : ℂ) := by
    rw [inner_smul_right, orthonormal_numberState.2 (Nat.succ_ne_zero n).symm, mul_zero]
  rw [norm_add_sq (𝕜 := ℂ), norm_add_sq (𝕜 := ℂ), h1, h2, norm_smul, norm_smul,
    orthonormal_numberState.1, orthonormal_numberState.1, orthonormal_numberState.1,
    RCLike.one_re, map_zero] at hsq
  nlinarith [sq_nonneg ‖W (numberState 0)‖]
```

In the code, `h1` and `h2` are the cross terms of the two squares, `hlow` rewrites \(We_{n+1}\), and `nlinarith` finds the contradiction.

Without the contraction bound, \(We_0\) is arbitrary. If lowering is required only for \(n<M\), a unitary can permute \(e_0,\dots,e_M\) cyclically and fix the other number states.

## W preserves length

A unitary preserves all norms, so it is a contraction. If it also lowered every excited number state, the previous result would give \(We_0=0\), contradicting \(\|We_0\|=\|e_0\|=1\).

```lean
/-- No unitary operator lowers every excited number state by one quantum. -/
theorem no_unitary_lowering (W : Fock →L[ℂ] Fock) (hW : W ∈ unitary (Fock →L[ℂ] Fock)) :
    ¬ ∀ n, W (numberState (n + 1)) = numberState n := by
  intro hlow
  have hnorm : ∀ x, ‖W x‖ = ‖x‖ := ContinuousLinearMap.norm_map_of_mem_unitary hW
  have h0 : W (numberState 0) = 0 :=
    contraction_annihilates_ground W.toLinearMap (fun x => (hnorm x).le) hlow
  -- the ground state has norm one, its image has norm zero
  have h1 := hnorm (numberState 0)
  rw [h0, norm_zero, orthonormal_numberState.1] at h1
  exact zero_ne_one h1
```

The proof uses unitarity only through `hnorm`, the preservation of norms.

## The factorisation on finite superpositions

The lowering operator \(a\) and \(\sqrt N\), with \(N\) the number operator, are unbounded. They are defined here on finitely supported coefficient lists, `ℕ →₀ ℂ`, by \(ae_0=0\), \(ae_{n+1}=\sqrt{n+1}\,e_n\) and \(\sqrt N\,e_n=\sqrt n\,e_n\).

```lean
/-- The image of a number state under the lowering operator: zero for the ground state,
and `√(n+1) e_n` for `e_(n+1)`. -/
def loweredState : ℕ → Fock
  | 0 => 0
  | n + 1 => ((√((n + 1 : ℕ) : ℝ) : ℝ) : ℂ) • numberState n

/-- The oscillator lowering operator `a` on finite superpositions of number states. -/
def lowering : (ℕ →₀ ℂ) →ₗ[ℂ] Fock := Finsupp.linearCombination ℂ loweredState

/-- The square root of the number operator on finite superpositions of number states. -/
def modulus : (ℕ →₀ ℂ) →ₗ[ℂ] Fock :=
  Finsupp.linearCombination ℂ fun n => ((√(n : ℝ) : ℝ) : ℂ) • numberState n
```

`modulus` is defined directly as \(\sqrt N\), not constructed from \(a^\dagger a\). Its role as the modulus is supported by \(\|af\|=\|\sqrt N f\|\), which follows from \(\sqrt N f=S(af)\), where the shift \(Se_n=e_{n+1}\) is an isometry.

```lean
/-- The one-sided shift, the linear isometry built from the orthonormal family `e_(n+1)`. -/
def shift : Fock →ₗᵢ[ℂ] Fock :=
  (orthonormal_numberState.comp Nat.succ Nat.succ_injective).orthogonalFamily.linearIsometry

/-- The shift raises every number state by one quantum. -/
theorem shift_numberState (n : ℕ) : shift (numberState n) = numberState (n + 1) := by
  refine (OrthogonalFamily.linearIsometry_apply_single _ _).trans ?_
  simp [LinearIsometry.toSpanSingleton_apply]

/-- The lowering operator and the square root of the number operator give vectors of
equal norm on every finite superposition. -/
theorem norm_lowering_eq_norm_modulus (f : ℕ →₀ ℂ) : ‖lowering f‖ = ‖modulus f‖ := by
  -- the two images differ by the isometric shift
  have key : modulus f = shift (lowering f) := by
    induction f using Finsupp.induction_linear with
    | zero => simp
    | add f g hf hg => rw [map_add, map_add, map_add, hf, hg]
    | single n c =>
      cases n with
      | zero =>
        simp [modulus, lowering, loweredState]
        exact Or.inr (zero_smul ℂ _)
      | succ n =>
        simp only [modulus, lowering, Finsupp.linearCombination_single, loweredState,
          map_smul, shift_numberState]
  rw [key, shift.norm_map]
```

Applying \(a=W\sqrt N\) to \(e_{n+1}\) gives \(\sqrt{n+1}\,e_n=\sqrt{n+1}\,We_{n+1}\), and the nonzero root cancels. Conversely, lowering gives the relation on each \(e_{n+1}\), both sides vanish on \(e_0\), and linearity does the rest; in Lean this is induction over finite superpositions.

```lean
/-- A bounded operator `W` satisfies `a = W √N` on finite superpositions exactly when it
lowers every excited number state by one quantum. -/
theorem polar_iff (W : Fock →L[ℂ] Fock) :
    (∀ f, lowering f = W (modulus f)) ↔ ∀ n, W (numberState (n + 1)) = numberState n := by
  constructor
  · intro h n
    have hn := h (Finsupp.single (n + 1) 1)
    simp only [lowering, modulus, Finsupp.linearCombination_single, one_smul, loweredState,
      map_smul] at hn
    -- the matrix element `√(n+1)` can be cancelled
    have hr : ((√((n + 1 : ℕ) : ℝ) : ℝ) : ℂ) ≠ 0 :=
      Complex.ofReal_ne_zero.2 (Real.sqrt_ne_zero'.2 (by positivity))
    exact smul_right_injective Fock hr hn.symm
  · intro h f
    induction f using Finsupp.induction_linear with
    | zero => simp
    | add f g hf hg => rw [map_add, map_add, map_add, hf, hg]
    | single n c =>
      cases n with
      | zero => simp [modulus, lowering, loweredState]
      | succ n =>
        simp only [modulus, lowering, Finsupp.linearCombination_single, loweredState,
          map_smul, h]
```

The polar relation with a unitary factor is thereby excluded.

```lean
/-- The lowering operator has no polar decomposition `a = W √N` with a unitary `W`. -/
theorem no_unitary_polar (W : Fock →L[ℂ] Fock) (hW : W ∈ unitary (Fock →L[ℂ] Fock)) :
    ¬ ∀ f, lowering f = W (modulus f) :=
  fun h => no_unitary_lowering W hW ((polar_iff W).1 h)
```

## No bounded Hermitian phase gives the factorisation

A Hermitian phase observable \(\varphi\) would generate the factor \(e^{i\varphi}\). Self-adjointness enters once, to make this exponential unitary. For a single oscillator or field mode with unlimited quantum number, no bounded \(\varphi\) of this kind gives \(a=e^{i\varphi}\sqrt N\).

```lean
/-- No bounded Hermitian operator `φ` satisfies `a = exp(iφ) √N`. -/
theorem no_hermitian_phase (φ : Fock →L[ℂ] Fock) (hφ : IsSelfAdjoint φ) :
    ¬ ∀ f, lowering f = (NormedSpace.exp (Complex.I • φ)) (modulus f) :=
  no_unitary_polar _ (selfAdjoint.expUnitary ⟨φ, selfAdjoint.mem_iff.2 hφ.star_eq⟩).2
```

The theorem is stated for bounded \(\varphi\), which is natural for an angle confined to a finite interval. An unbounded self-adjoint \(\varphi\) fares no better: its exponential is also unitary, so `no_unitary_polar` excludes it. For bounded \(\varphi\), dropping self-adjointness would not rescue the factorisation either: \(e^{i\varphi}\) is still invertible, whereas a bounded \(W\) that lowers every excited state satisfies \(WS=1\), and \(S\) misses \(e_0\).

## What remains when unitarity is given up

The adjoint \(S^\dagger\) satisfies \(a=S^\dagger\sqrt N\) and sends \(e_0\) to zero. By hand, \(\langle e_m,S^\dagger y\rangle=\langle e_{m+1},y\rangle\), which is `hamp` in the proof. Setting \(y=e_{n+1}\) gives \(S^\dagger e_{n+1}=e_n\), and \(y=e_0\) gives zero.

```lean
/-- The adjoint of the one-sided shift satisfies `a = W √N` and annihilates the
ground state. -/
theorem adjoint_shift_polar :
    (∀ f, lowering f =
      (ContinuousLinearMap.adjoint shift.toContinuousLinearMap) (modulus f)) ∧
    (ContinuousLinearMap.adjoint shift.toContinuousLinearMap) (numberState 0) = 0 := by
  -- amplitudes of the adjoint are shifted amplitudes
  have hamp : ∀ (m : ℕ) (y : Fock), inner ℂ (numberState m)
      ((ContinuousLinearMap.adjoint shift.toContinuousLinearMap) y)
        = inner ℂ (numberState (m + 1)) y := by
    intro m y
    rw [ContinuousLinearMap.adjoint_inner_right]
    exact congrArg (fun v => inner ℂ v y) (shift_numberState m)
  constructor
  · rw [polar_iff]
    intro n
    apply ext_amplitudes
    intro m
    rw [hamp, orthonormal_iff_ite.1 orthonormal_numberState,
      orthonormal_iff_ite.1 orthonormal_numberState]
    simp
  · apply ext_amplitudes
    intro m
    rw [hamp, inner_zero_right]
    exact orthonormal_numberState.2 (Nat.succ_ne_zero m)

end

end OscillatorPhase
```

```lean
#print axioms OscillatorPhase.no_unitary_lowering
#print axioms OscillatorPhase.norm_lowering_eq_norm_modulus
#print axioms OscillatorPhase.no_hermitian_phase
#print axioms OscillatorPhase.adjoint_shift_polar
```

```
'OscillatorPhase.no_unitary_lowering' depends on axioms: [propext, Classical.choice, Quot.sound]
'OscillatorPhase.norm_lowering_eq_norm_modulus' depends on axioms: [propext, Classical.choice, Quot.sound]
'OscillatorPhase.no_hermitian_phase' depends on axioms: [propext, Classical.choice, Quot.sound]
'OscillatorPhase.adjoint_shift_polar' depends on axioms: [propext, Classical.choice, Quot.sound]
```
